# The form factor of a central potential at nonzero wavenumber as a radial sine integral

The form factor of a central potential V is defined here as its Fourier integral over all space, in spherical coordinates about the wavevector and with no division by a volume. The theorem states that for real q ≠ 0 it equals (4π/q) ∫ r sin(qr) V(r) dr over r > 0. V is any real function of the radius; no integrability is assumed, since Lean's integral is zero by convention where the integrand is not integrable. The proof first finds that cos(ku) integrates over u from −1 to 1 to 2 sin(k)/k for k ≠ 0. It then puts k = qr into the radial integrand at each r > 0 and takes the constant 2/q outside the integral.

The failing Lean file:

```lean
import Mathlib

open Real MeasureTheory Set

namespace AppelbaumHamann

noncomputable section

/-- The form factor of a central potential `V` at wavenumber `q`: its Fourier integral over space
in spherical coordinates about the wavevector, with `u` the cosine of the polar angle. -/
def formFactor (V : ℝ → ℝ) (q : ℝ) : ℝ :=
  2 * π * ∫ r in Ioi (0 : ℝ), r ^ 2 * V r * ∫ u in (-1 : ℝ)..1, Real.cos (q * r * u)

/-- At nonzero wavenumber the form factor of a central potential is a radial sine integral. -/
theorem formFactor_eq_sine (V : ℝ → ℝ) {q : ℝ} (hq : q ≠ 0) :
    formFactor V q = 4 * π / q * ∫ r in Ioi (0 : ℝ), r * Real.sin (q * r) * V r := by
  -- the integral of the plane wave over the polar angle
  have hang : ∀ k : ℝ, k ≠ 0 → ∫ u in (-1 : ℝ)..1, Real.cos (k * u) = 2 * Real.sin k / k := by
    intro k hk
    rw [intervalIntegral.integral_comp_mul_left Real.cos hk, integral_cos]
    simp only [mul_neg, mul_one, Real.sin_neg, smul_eq_mul]
    ring
  have h : ∫ r in Ioi (0 : ℝ), r ^ 2 * V r * ∫ u in (-1 : ℝ)..1, Real.cos (q * r * u)
      = ∫ r in Ioi (0 : ℝ), 2 / q * (r * Real.sin (q * r) * V r) := by
    refine setIntegral_congr_fun measurableSet_Ioi fun r hr => ?_
    have hr0 : r ≠ 0 := (Set.mem_Ioi.mp hr).ne'
    dsimp only
    rw [hang _ (mul_ne_zero hq hr0)]
    field_simp
  rw [formFactor, h, integral_const_mul]
  ring

end

end AppelbaumHamann
```

The compiler's answer:

```
Main.lean:27:4: error: `dsimp` made no progress
```

The message says that `dsimp only` found nothing to simplify. Given no lemmas, this call can do little more than basic reductions, such as turning a function applied to `r`, `(fun r => …) r`, into its body. A step of that kind is sometimes needed after `setIntegral_congr_fun`, which reduces the equality of two integrals to the equality of their integrands at each point of the set. Here the goal left by `refine`, with `r` and `hr` already introduced, was in a form that `dsimp only` could not change, and Lean treats a `dsimp` that changes nothing as an error.

The diff deletes the line. The next step, `rw [hang _ (mul_ne_zero hq hr0)]`, then acts on the goal as `refine` left it, finds the angular integral with `k = q * r`, and replaces it by its value. The mathematics of the proof is unchanged.

The mended proof, as a diff:

```diff
@@ -25,5 +25,4 @@
     refine setIntegral_congr_fun measurableSet_Ioi fun r hr => ?_
     have hr0 : r ≠ 0 := (Set.mem_Ioi.mp hr).ne'
-    dsimp only
     rw [hang _ (mul_ne_zero hq hr0)]
     field_simp
```
